# Least eigenvalue ≤ inverse mean lifetime ≤ initial rate, for a symmetric positive definite loss matrix and a thermal start

I'm solving an energy-grained master equation for an irreversible dissociation that starts from a Boltzmann distribution. I can read three "rate constants" off the same matrix: the lowest eigenvalue, the inverse of the mean lifetime, and the initial rate, which is just the thermal average of the microcanonical rates. At low pressure the initial rate is far above the other two, and the three always come out in that order, smallest first. Is that guaranteed, or is it an accident of my molecule? And when would they agree?

## The order is guaranteed, and equality needs an eigenvector

It is guaranteed. Let $M$ be the symmetrised loss matrix, real, symmetric and positive definite, with least eigenvalue $e$, and let $s$ be the thermal start vector, whose entries are the square roots of the Boltzmann fractions, so that $\langle s,s\rangle=1$. Then

$$e\;\le\;\frac{1}{\langle s,M^{-1}s\rangle}\;\le\;\langle s,Ms\rangle .$$

The first two agree exactly when $Ms=es$, and the last two exactly when $s$ is an eigenvector of $M$ for any eigenvalue.

## From populations to three rates

Let $p_i$ be the population of grain $i$, with $\dot p=-Kp$, and let $f_i>0$ be the Boltzmann fractions, $\sum_i f_i=1$. Detailed balance, $K_{ij}f_j=K_{ji}f_i$, makes $M_{ij}=f_i^{-1/2}K_{ij}f_j^{1/2}$ symmetric. With $x_i=p_i/\sqrt{f_i}$ and $s_i=\sqrt{f_i}$, the equation becomes $\dot x=-Mx$, the thermal start is $x(0)=s$, and the surviving population is $\sum_i p_i=\langle s,x\rangle$. Positive definiteness means that no distribution persists for ever: everything eventually reacts.

The slope of the survival at $t=0$ is $-\langle s,Ms\rangle$. For the lifetime, put $y=M^{-1}s$, so that $My=s$ and, by symmetry, $\langle y,Mx\rangle=\langle s,x\rangle$. Hence $-\langle y,x(t)\rangle$ is an antiderivative of the survival, and

$$\int_0^T\langle s,x(t)\rangle\,dt=\langle s,y\rangle-\langle y,x(T)\rangle .$$

All eigenvalues are positive, so $x(T)\to0$ and the integral tends to $\tau=\langle s,M^{-1}s\rangle$, the mean lifetime. The eigenvalue $e$ is the decay rate at long times, provided that $s$ overlaps with its eigenspace.

## Two squares that give the two inequalities

Expanding a vector in orthonormal eigenvectors of $M$ gives the Rayleigh bound $e\langle x,x\rangle\le\langle x,Mx\rangle$. For $x=y$ it reads $e\langle y,y\rangle\le\langle y,My\rangle=\tau$. Also $\tau>0$, because $y\neq0$, and $e>0$. Then

$$0\le|s-ey|^2=1-2e\tau+e^2\langle y,y\rangle\le1-2e\tau+e\tau=1-e\tau ,$$

so $e\le1/\tau$.

For the second inequality, let $a=1/\tau$ and $z=s-ay$. Since $Mz=Ms-as$ and $\langle y,Ms\rangle=\langle s,s\rangle=1$,

$$0\le\langle z,Mz\rangle=\langle s,Ms\rangle-a-a+a^2\tau=\langle s,Ms\rangle-\frac1\tau .$$

If $e\tau=1$, the first square vanishes, so $s=ey$; applying $M$ gives $Ms=es$. If $1/\tau=\langle s,Ms\rangle$, positive definiteness forces $z=0$, and $Ms=s/\tau$. Conversely, if $Ms=\mu s$, then $1=\langle y,Ms\rangle=\mu\tau$, while $\langle s,Ms\rangle=\mu$. So the last two rates agree, and for $\mu=e$ all three do.

In your thermal problem the collisional part of $M$ annihilates $s$, because collisions leave the Boltzmann distribution unchanged. What remains is $(Ms)_i=k_is_i$, with $k_i$ the microcanonical rate of grain $i$. Exact equality therefore requires the same $k_i$ in every grain. The rates can still come close to each other: at high pressure, when collisions connect all grains and are much faster than reaction, the two smaller rates approach the initial rate $\sum_i f_ik_i$.

## What the Lean theorems say

The finite type `n` labels the grains, `⬝ᵥ` is the dot product and `*ᵥ` applies a matrix to a vector. `decayRates M` is the set of real eigenvalues, and `IsLeast (decayRates M) e` says that `e` belongs to it and is a lower bound for it. The letter `e` is thus an eigenvalue, not Euler's number. `M` carries the sign of loss, opposite to the common convention $\dot p=Jp$, so its eigenvalues are positive. `M.PosDef` includes symmetry, and `s ⬝ᵥ s = 1` is the normalisation of the Boltzmann fractions.

`rate_ordering` states the two inequalities and the two equality conditions. It needs no particular collision model. As algebra it holds for every unit vector `s`, but `s` plays two parts, the start and the vector that sums the population, and these coincide only for the thermal start. For other initial distributions the order of the physical rates can fail: molecules that all begin in a grain that doesn't react have initial rate zero, below $e$. `exists_least_rate` supplies a least eigenvalue whenever there is at least one grain.

`initialRate` and `meanLifetime` are defined by their algebraic formulas, and `survival_slope_and_integral` connects them to the dynamics. It assumes a trajectory `x` that solves the equation at all real times and starts at `s`, and it gives the initial slope and the integral up to a finite `T`, remainder included. The limit $T\to\infty$ rests on the argument given above.

To bring your molecule under these hypotheses, take a finite set of grains with detailed balance between them and irreversible loss to products. The symmetrisation then gives a symmetric $M$. It is positive definite if every grain either reacts or can reach a reactive grain through collisions; a group of grains cut off from reaction would give a zero eigenvalue.

```lean
import Mathlib

open Matrix

namespace MasterEquationRates

variable {n : Type*} [Fintype n] [DecidableEq n] {M : Matrix n n ℝ} {s : n → ℝ} {e : ℝ}

/-- The decay rates of a loss matrix: its real eigenvalues. -/
def decayRates (M : Matrix n n ℝ) : Set ℝ := {μ | ∃ v, v ≠ 0 ∧ M *ᵥ v = μ • v}

/-- The initial rate `⟨s, M s⟩` of a unit start vector `s`. -/
def initialRate (M : Matrix n n ℝ) (s : n → ℝ) : ℝ := s ⬝ᵥ M *ᵥ s

/-- The mean lifetime `⟨s, M⁻¹ s⟩` of a unit start vector `s`, for a positive definite loss matrix
`M`. -/
noncomputable def meanLifetime (M : Matrix n n ℝ) (s : n → ℝ) : ℝ := s ⬝ᵥ M⁻¹ *ᵥ s

/-- The eigenvalues listed by the spectral theorem for a symmetric matrix are decay rates. -/
theorem eigenvalues_mem (hM : M.IsHermitian) (i : n) : hM.eigenvalues i ∈ decayRates M := by
  refine ⟨(hM.eigenvectorBasis i).ofLp, fun h => ?_, hM.mulVec_eigenvectorBasis i⟩
  apply hM.eigenvectorBasis.orthonormal.ne_zero i
  ext j
  exact congrFun h j

/-- A symmetric loss matrix on at least one level has a least decay rate. -/
theorem exists_least_rate [Nonempty n] (hM : M.IsHermitian) :
    ∃ e, IsLeast (decayRates M) e := by
  have hfin : (decayRates M).Finite := by
    refine (Module.End.finite_hasEigenvalue M.mulVecLin).subset ?_
    rintro μ ⟨v, hv0, hv⟩
    exact Module.End.hasEigenvalue_of_hasEigenvector
      ⟨Module.End.mem_eigenspace_iff.2 hv, hv0⟩
  obtain ⟨e, he, hle⟩ := Set.exists_min_image (decayRates M) id hfin
    ⟨_, eigenvalues_mem hM (Classical.arbitrary n)⟩
  exact ⟨e, he, fun b hb => hle b hb⟩

omit [DecidableEq n] in
/-- Every decay rate of a positive definite loss matrix is positive. -/
theorem rate_pos (hM : M.PosDef) (he : e ∈ decayRates M) : 0 < e := by
  obtain ⟨v, hv0, hv⟩ := he
  have h := hM.dotProduct_mulVec_pos hv0
  rw [star_trivial, hv, dotProduct_smul, smul_eq_mul] at h
  have h2 : 0 ≤ v ⬝ᵥ v := Finset.sum_nonneg fun i _ => mul_self_nonneg (v i)
  by_contra hc
  nlinarith [mul_nonneg (sub_nonneg.2 (not_lt.1 hc)) h2]

/-- For a symmetric loss matrix with least decay rate `e`, `e ⟨x, x⟩ ≤ ⟨x, M x⟩`. -/
theorem rayleigh_bound (hM : M.IsHermitian) (he : IsLeast (decayRates M) e) (x : n → ℝ) :
    e * (x ⬝ᵥ x) ≤ x ⬝ᵥ M *ᵥ x := by
  have hA : (M - e • (1 : Matrix n n ℝ)).IsHermitian := by
    unfold Matrix.IsHermitian
    rw [conjTranspose_sub, hM.eq, conjTranspose_smul, conjTranspose_one, star_trivial]
  -- the shifted matrix has no negative eigenvalue
  have hP : (M - e • (1 : Matrix n n ℝ)).PosSemidef :=
    hA.posSemidef_iff_eigenvalues_nonneg.2 fun i => by
      obtain ⟨v, hv0, hv⟩ := eigenvalues_mem hA i
      rw [sub_mulVec, smul_mulVec, one_mulVec] at hv
      have h : e ≤ hA.eigenvalues i + e :=
        he.2 ⟨v, hv0, by rw [add_smul, ← hv, sub_add_cancel]⟩
      simpa using h
  have h := hP.dotProduct_mulVec_nonneg x
  rw [star_trivial, sub_mulVec, smul_mulVec, one_mulVec, dotProduct_sub, dotProduct_smul,
    smul_eq_mul] at h
  linarith

/-- For positive definite `M`, the vector `y = M⁻¹ s` solves `M y = s`, and
`⟨y, M x⟩ = ⟨s, x⟩` for every `x`. -/
theorem inverse_dot (hM : M.PosDef) (s : n → ℝ) :
    M *ᵥ (M⁻¹ *ᵥ s) = s ∧ ∀ x, (M⁻¹ *ᵥ s) ⬝ᵥ M *ᵥ x = s ⬝ᵥ x := by
  have h1 : M *ᵥ (M⁻¹ *ᵥ s) = s := by
    rw [mulVec_mulVec, mul_nonsing_inv M hM.det_pos.ne'.isUnit, one_mulVec]
  have hT : Mᵀ = M := by
    have h := hM.isHermitian.eq
    rwa [conjTranspose_eq_transpose_of_trivial] at h
  exact ⟨h1, fun x => by rw [dotProduct_mulVec, ← mulVec_transpose, hT, h1]⟩

/-- Let `x' = -M x`, `x 0 = s`, with `M` positive definite. The survival `⟨s, x t⟩` starts with
slope `-initialRate M s`, and its integral from 0 to `T` is `meanLifetime M s` less `⟨M⁻¹ s, x T⟩`.
-/
theorem survival_slope_and_integral (hM : M.PosDef) {x : ℝ → n → ℝ}
    (hx : ∀ t, HasDerivAt x (-(M *ᵥ x t)) t) (h0 : x 0 = s) :
    HasDerivAt (fun t => s ⬝ᵥ x t) (-initialRate M s) 0 ∧
    ∀ T, ∫ t in (0 : ℝ)..T, s ⬝ᵥ x t = meanLifetime M s - (M⁻¹ *ᵥ s) ⬝ᵥ x T := by
  have hdot : ∀ (w : n → ℝ) t, HasDerivAt (fun t => w ⬝ᵥ x t) (-(w ⬝ᵥ M *ᵥ x t)) t := by
    intro w t
    rw [← dotProduct_neg]
    exact HasDerivAt.fun_sum fun i _ => (hasDerivAt_pi.1 (hx t) i).const_mul (w i)
  refine ⟨by simpa only [h0, initialRate] using hdot s 0, ?_⟩
  obtain ⟨-, hw⟩ := inverse_dot hM s
  unfold meanLifetime
  generalize M⁻¹ *ᵥ s = w at hw ⊢
  -- the survival has the antiderivative -⟨w, x⟩
  intro T
  have hc : Continuous fun t => s ⬝ᵥ x t :=
    continuous_iff_continuousAt.2 fun t => (hdot s t).continuousAt
  rw [intervalIntegral.integral_eq_sub_of_hasDerivAt (f := fun t => -(w ⬝ᵥ x t))
    (fun t _ => (hdot w t).fun_neg.congr_deriv (by rw [neg_neg, hw]))
    (hc.intervalIntegrable 0 T), h0, dotProduct_comm s w]
  ring

/-- For a positive definite loss matrix and a unit start vector, least decay rate, inverse mean
lifetime and initial rate are in ascending order. The first two agree iff `s` is an eigenvector
for the least rate, the last two iff `s` is an eigenvector. -/
theorem rate_ordering (hM : M.PosDef) (he : IsLeast (decayRates M) e) (hs : s ⬝ᵥ s = 1) :
    e ≤ 1 / meanLifetime M s ∧ 1 / meanLifetime M s ≤ initialRate M s ∧
    (e = 1 / meanLifetime M s ↔ M *ᵥ s = e • s) ∧
    (1 / meanLifetime M s = initialRate M s ↔ ∃ μ : ℝ, M *ᵥ s = μ • s) := by
  have hepos := rate_pos hM he.1
  obtain ⟨hy, hyx⟩ := inverse_dot hM s
  unfold meanLifetime initialRate
  generalize M⁻¹ *ᵥ s = y at hy hyx ⊢
  have hpos : ∀ x, x ≠ 0 → 0 < x ⬝ᵥ M *ᵥ x := fun x hx => by
    have h := hM.dotProduct_mulVec_pos hx
    rwa [star_trivial] at h
  have hτ : 0 < s ⬝ᵥ y := by
    have hy0 : y ≠ 0 := by
      rintro rfl
      rw [mulVec_zero] at hy
      rw [← hy, dotProduct_zero] at hs
      exact zero_ne_one hs
    have h := hpos y hy0
    rwa [hyx] at h
  have back : ∀ a : ℝ, s - a • y = 0 → M *ᵥ s = a • s := fun a h => by
    have h' := sub_eq_zero.1 h
    calc M *ᵥ s = M *ᵥ (a • y) := by rw [← h']
      _ = a • s := by rw [mulVec_smul, hy]
  have eig : ∀ μ : ℝ, M *ᵥ s = μ • s → μ * (s ⬝ᵥ y) = 1 := fun μ h => by
    have h' := hyx s
    rwa [h, dotProduct_smul, smul_eq_mul, hs, dotProduct_comm] at h'
  -- first gap: the squared length of s - e y
  have g1 : (s - e • y) ⬝ᵥ (s - e • y) = 1 - 2 * e * (s ⬝ᵥ y) + e * (e * (y ⬝ᵥ y)) := by
    simp only [sub_dotProduct, dotProduct_sub, smul_dotProduct, dotProduct_smul, smul_eq_mul]
    rw [hs, dotProduct_comm y s]
    ring
  have n1 : 0 ≤ (s - e • y) ⬝ᵥ (s - e • y) := Finset.sum_nonneg fun i _ => mul_self_nonneg _
  have r1 : e * (e * (y ⬝ᵥ y)) ≤ e * (s ⬝ᵥ y) := by
    have h := rayleigh_bound hM.isHermitian he y
    rw [hyx] at h
    exact mul_le_mul_of_nonneg_left h hepos.le
  -- second gap: the loss form at s - y / τ
  have ha : 1 / (s ⬝ᵥ y) * (s ⬝ᵥ y) = 1 := one_div_mul_cancel hτ.ne'
  have g2 : (s - (1 / (s ⬝ᵥ y)) • y) ⬝ᵥ M *ᵥ (s - (1 / (s ⬝ᵥ y)) • y)
      = s ⬝ᵥ M *ᵥ s - 1 / (s ⬝ᵥ y) := by
    generalize 1 / (s ⬝ᵥ y) = a at ha ⊢
    rw [mulVec_sub, mulVec_smul, hy]
    simp only [sub_dotProduct, dotProduct_sub, smul_dotProduct, dotProduct_smul, smul_eq_mul]
    rw [hyx s, hs, dotProduct_comm y s]
    linear_combination a * ha
  refine ⟨?_, ?_, ⟨fun h => ?_, fun h => ?_⟩, ⟨fun h => ?_, ?_⟩⟩
  · rw [le_div_iff₀ hτ]
    linarith
  · have h := hM.posSemidef.dotProduct_mulVec_nonneg (s - (1 / (s ⬝ᵥ y)) • y)
    rw [star_trivial, g2] at h
    linarith
  · rw [eq_div_iff hτ.ne'] at h
    exact back e (dotProduct_self_eq_zero.1 (by linarith))
  · exact (eq_div_iff hτ.ne').2 (eig e h)
  · refine ⟨1 / (s ⬝ᵥ y), back (1 / (s ⬝ᵥ y)) ?_⟩
    by_contra hne
    have h' := hpos _ hne
    rw [g2] at h'
    linarith
  · rintro ⟨μ, h⟩
    rw [h, dotProduct_smul, hs, smul_eq_mul, mul_one]
    exact ((eq_div_iff hτ.ne').2 (eig μ h)).symm

end MasterEquationRates
```

```lean
#print axioms MasterEquationRates.exists_least_rate
-- 'MasterEquationRates.exists_least_rate' depends on axioms: [propext, Classical.choice, Quot.sound]
#print axioms MasterEquationRates.survival_slope_and_integral
-- 'MasterEquationRates.survival_slope_and_integral' depends on axioms: [propext, Classical.choice, Quot.sound]
#print axioms MasterEquationRates.rate_ordering
-- 'MasterEquationRates.rate_ordering' depends on axioms: [propext, Classical.choice, Quot.sound]
```

## How the lemmas carry the argument

`eigenvalues_mem` identifies the eigenvalues listed by the spectral theorem as members of `decayRates`. That set is finite, and on a nonempty `n` it has a member, so `exists_least_rate` can pick its minimum. `rate_pos` pairs $Mv=ev$ with $v$ and reads off the sign of $e$.

`rayleigh_bound` replaces the eigenvector expansion by a shift. If $\lambda$ is an eigenvalue of $M-e$, then $\lambda+e$ is one of $M$, so $\lambda\ge0$. The shifted matrix is therefore positive semidefinite, which is the bound.

`inverse_dot` proves $My=s$ and $\langle y,Mx\rangle=\langle s,x\rangle$. In `survival_slope_and_integral`, the step `hdot` differentiates $\langle w,x(t)\rangle$ for any fixed $w$. Taking $w=s$ gives the slope, and $w=y$ gives the antiderivative for the fundamental theorem of calculus.

In `rate_ordering`, `generalize` turns $M^{-1}s$ into a plain vector `y` that is known only through those two identities. `g1` expands $|s-ey|^2$, `n1` says that it is nonnegative, and `r1` is the Rayleigh bound for $y$ multiplied by $e$. `g2` is the expansion of $\langle z,Mz\rangle$. For the equality cases, `back` turns $s=ay$ into $Ms=as$, and `eig` derives $\mu\tau=1$ from $Ms=\mu s$.

## The three numbers in a calculation

In a matrix-based master-equation code, $e$ can be obtained from an eigensolver, $\tau$ from one linear solve $My=s$ followed by $\tau=\sum_i\sqrt{f_i}\,y_i$, and the initial rate from the sum $\sum_i f_ik_i$, with no solve at all.

Take two equally populated grains that exchange population at rate 1 in each direction, where only the second one reacts, at rate $3/2$:

$$M=\begin{pmatrix}1&-1\\-1&5/2\end{pmatrix},\qquad s=\frac1{\sqrt2}\begin{pmatrix}1\\1\end{pmatrix}.$$

The eigenvalues are $1/2$ and $3$. The linear solve gives $y=(7/3,\,4/3)/\sqrt2$ and $\tau=11/6$. The three rates are $0.5$, $6/11\approx0.545$ and $0.75$. The initial rate is the largest because the thermal start fills the reactive grain more than the later, depleted distribution does.

The same inequality applies in quantum mechanics to a finite, real, positive definite Hamiltonian matrix $H$ and a normalised real trial vector $\psi$: $1/\langle\psi,H^{-1}\psi\rangle$ is an upper bound to the ground-state energy that is never worse than $\langle\psi,H\psi\rangle$.
